# The line strength between two levels of a finite-dimensional Hamiltonian is the same in all orthonormal bases

I represent a band at fixed crystal momentum by the eigenvectors that my diagonaliser returns. This worked well until I looked at a transition from a nondegenerate state \(v\) to a twofold degenerate level. One run gives \(|\langle v,Pw_1\rangle|^2=|\langle v,Pw_2\rangle|^2=0.5\) in my units, where \(P\) is the momentum component along the light polarisation. Another run, with a different linear algebra library, gives 1 and 0. The energies agree. Is the transition to the second state forbidden or not, and which numbers should I compare with someone else's code?

## A degenerate level is a subspace, and the sum over it is what to compare

The choice to revise is the representation of the level by a list of eigenvectors. Take the level to be the whole eigenspace, and treat any orthonormal basis of it as an arbitrary label. Both of your runs are then correct: they describe the same level in two bases, and the strength summed over the level is 1 in each. The zero in the second run is not a selection rule for the level. Whenever the final level has dimension at least 2, it contains a normalised state with zero matrix element from \(v\), and your second run happened to return it.

Let \(E\) be a finite-dimensional complex inner product space, with \(\langle x,y\rangle\) linear in \(y\), and let \(H\) and \(P\) be linear operators on it. Let \(V\) and \(W\) be the eigenspaces of \(H\) at the real energies \(a\) and \(b\), with orthonormal bases \(e_i\) and \(f_j\). The line strength is

\[
S=\sum_{i,j}|\langle e_i,Pf_j\rangle|^2 .
\]

**Sum over one level.** Take any \(x\in E\) and let \(\Pi_V\) be the orthogonal projector onto \(V\). Since \(e_i\in V\), we have \(\langle e_i,x\rangle=\langle e_i,\Pi_Vx\rangle\), and Parseval's identity inside \(V\) gives

\[
\sum_i|\langle e_i,x\rangle|^2=\|\Pi_Vx\|^2 .
\]

The right-hand side does not mention the basis. For the final states, move \(P\) to the other side:

\[
|\langle v,Pf_j\rangle|=|\langle P^\dagger v,f_j\rangle|=|\langle f_j,P^\dagger v\rangle| .
\]

The same identity, applied in \(W\) to the vector \(P^\dagger v\), gives \(\sum_j|\langle v,Pf_j\rangle|^2=\|\Pi_WP^\dagger v\|^2\), again without reference to the basis.

**Sum over both levels.** Let \(e'_i\) and \(f'_j\) be other orthonormal bases of \(V\) and \(W\). For each fixed \(i\), replace the \(f_j\) by the \(f'_j\). Exchange the two finite sums, and for each fixed \(j\) replace the \(e_i\) by the \(e'_i\). Neither replacement changes the value, so \(S\) is the same in both pairs of bases.

**One bright state, the rest dark.** Fix \(v\) and set \(\beta=\Pi_WP^\dagger v\). For every \(w\in W\),

\[
\langle v,Pw\rangle=\langle P^\dagger v,w\rangle=\langle \beta,w\rangle .
\]

If \(\beta=0\), all elements from \(v\) to \(W\) vanish and any basis will do. Otherwise choose \(f_{j_0}=\beta/\|\beta\|\) and complete it to an orthonormal basis of \(W\). For \(j\neq j_0\),

\[
\langle v,Pf_j\rangle=\|\beta\|\,\langle f_{j_0},f_j\rangle=0,
\]

while \(|\langle v,Pf_{j_0}\rangle|^2=\|\beta\|^2\) is the whole strength from \(v\) into \(W\). If \(\dim W\ge2\), there is at least one \(j\ne j_0\), and \(f_j\) is the normalised dark state.

In your case \(\|\beta\|^2=1\). The second run returned the bright and the dark state, up to phases. The first returned equal-weight superpositions of them, such as \((f_0\pm f_1)/\sqrt2\) with \(f_0\) bright and \(f_1\) dark, each with strength \(1/2\).

**The nondegenerate case.** If \(\dim W=1\), two normalised states of \(W\) differ by a phase, \(w'=cw\) with \(|c|=1\), so \(|\langle v,Pw'\rangle|=|\langle v,Pw\rangle|\). The single element then has a definite modulus, and if that modulus is nonzero there is no dark state. This is why your habit caused no trouble before the degeneracy appeared.

**Position instead of momentum.** Suppose now that \(H\) is Hermitian and that \(P=i[H,X]\) for some operator \(X\). Letting \(H\) act to the left on \(e_i\) and to the right on \(f_j\) gives

\[
\langle e_i,Pf_j\rangle=i(a-b)\langle e_i,Xf_j\rangle ,
\]

so the line strength of \(P\) is \((a-b)^2\) times that of \(X\).

Consider an independent-particle calculation of the absorption of linearly polarised light in the dipole approximation, with a finite basis and equal occupations within each level. If \(P\) is the operator through which the light acts, \(S\) is the factor by which the matrix elements enter the golden-rule rate between the two levels. It is therefore the number to compare between codes, provided that both use the same operator: with a nonlocal potential, one may use the momentum and the other the velocity. If only the final level is degenerate, the sum over final states is already all of \(S\).

### What the Lean statements say about bands

`E` is any finite-dimensional complex inner product space, and \(\mathbb C^n\) is one example. Crystal momentum does not appear: `H` stands for the Hamiltonian at one fixed value of it. `level H a` is the eigenspace of `H` at the real number `a`. An `OrthonormalBasis ι ℂ V` is an orthonormal basis of the subspace `V` labelled by `ι`, and `(e i : E)` is its `i`-th vector regarded as a state of the full space. `inner ℂ x y` is \(\langle x,y\rangle\), conjugate-linear in `x`, and `lineStrength P e f` is \(S\).

The main theorem, `momentum_elements_between_levels`, has two parts. The first says that `lineStrength P e f = lineStrength P e' f'` for all orthonormal bases `e`, `e'` of the level at `a` and `f`, `f'` of the level at `b`. The second says that if the level at `b` has dimension at least 2, then for every `v` in `E` there is a `w` in that level with `‖w‖ = 1` and `inner ℂ v (P w) = 0`. The state `v` need not belong to the first level.

`P` is an arbitrary linear operator, so the component of momentum along a complex polarisation vector, which is generally not Hermitian, is included. In that case the order of the states matters: since \(\langle v,Pw\rangle\) has the initial state on the left, `P` must be the adjoint of the operator that drives the transition from \(v\) to \(w\). Hermiticity of `H` is assumed only in `lineStrength_commutator`, as `H.IsSymmetric`. If `a` is not an eigenvalue, its level is the zero space and the line strength is an empty sum, equal to 0.

The levels are exact eigenspaces. If rounding or a weak interaction splits a level, the fragments are separate eigenspaces for these theorems, and which of them to group in a calculation remains your decision. The relation \(P=i[H,X]\) is a hypothesis about the operators. In units with \(\hbar=m=1\) it stands for the relation between momentum and position for a particle in a local potential. With a nonlocal potential the commutator gives the velocity, which can differ from the momentum, and matrices truncated to a finite basis need not satisfy the relation. For a band at fixed crystal momentum, \(X\) is not the ordinary position operator, since multiplication by position takes a Bloch function out of the space with that crystal momentum. The relation would also give every eigenvector of \(H\) zero mean momentum, so it fails for every \(X\) if some band state has a nonzero one.

```lean
import Mathlib

open Module

namespace BandMomentumElements

noncomputable section

variable {E : Type*} [NormedAddCommGroup E] [InnerProductSpace ℂ E] [FiniteDimensional ℂ E]
variable {ι ι' κ κ' : Type*} [Fintype ι] [Fintype ι'] [Fintype κ] [Fintype κ']

/-- The states of energy `a` of the Hamiltonian `H`: the eigenspace of `H` at the real
number `a`. -/
abbrev level (H : E →ₗ[ℂ] E) (a : ℝ) : Submodule ℂ E :=
  Module.End.eigenspace H (a : ℂ)

/-- The line strength of `P` between two spaces of states: the sum of `|⟨e_i, P f_j⟩|²` over
an orthonormal basis `e` of the one and `f` of the other. -/
def lineStrength (P : E →ₗ[ℂ] E) {V W : Submodule ℂ E}
    (e : OrthonormalBasis ι ℂ V) (f : OrthonormalBasis κ ℂ W) : ℝ :=
  ∑ i, ∑ j, ‖inner ℂ (e i : E) (P (f j : E))‖ ^ 2

/-- The total weight of a state `x` in a space `V` is the same in all orthonormal bases
of `V`. -/
theorem weight_basis_independent {V : Submodule ℂ E} (e : OrthonormalBasis ι ℂ V)
    (e' : OrthonormalBasis ι' ℂ V) (x : E) :
    ∑ i, ‖inner ℂ (e i : E) x‖ ^ 2 = ∑ i, ‖inner ℂ (e' i : E) x‖ ^ 2 := by
  -- the adjoint of the inclusion of `V` projects `x` onto `V`
  have key : ∀ u : V, inner ℂ (u : E) x = inner ℂ u (LinearMap.adjoint V.subtype x) :=
    fun u => (LinearMap.adjoint_inner_right V.subtype u x).symm
  simp only [key]
  rw [OrthonormalBasis.sum_sq_norm_inner_right, OrthonormalBasis.sum_sq_norm_inner_right]

/-- For a fixed state `v`, the sum of `|⟨v, P f_j⟩|²` over an orthonormal basis `f` of `W` is
the same for all such bases. -/
theorem final_sum_basis_independent (P : E →ₗ[ℂ] E) {W : Submodule ℂ E}
    (f : OrthonormalBasis κ ℂ W) (f' : OrthonormalBasis κ' ℂ W) (v : E) :
    ∑ j, ‖inner ℂ v (P (f j : E))‖ ^ 2 = ∑ j, ‖inner ℂ v (P (f' j : E))‖ ^ 2 := by
  have key : ∀ y : E, ‖inner ℂ v (P y)‖ = ‖inner ℂ y (LinearMap.adjoint P v)‖ := by
    intro y
    rw [← LinearMap.adjoint_inner_left P y v, norm_inner_symm]
  simp only [key]
  exact weight_basis_independent f f' _

/-- The line strength of `P` between two spaces of states does not depend on the orthonormal
bases chosen in them. -/
theorem lineStrength_basis_independent (P : E →ₗ[ℂ] E) {V W : Submodule ℂ E}
    (e : OrthonormalBasis ι ℂ V) (e' : OrthonormalBasis ι' ℂ V)
    (f : OrthonormalBasis κ ℂ W) (f' : OrthonormalBasis κ' ℂ W) :
    lineStrength P e f = lineStrength P e' f' := by
  unfold lineStrength
  calc ∑ i, ∑ j, ‖inner ℂ (e i : E) (P (f j : E))‖ ^ 2
      = ∑ i, ∑ j, ‖inner ℂ (e i : E) (P (f' j : E))‖ ^ 2 :=
        Finset.sum_congr rfl fun i _ => final_sum_basis_independent P f f' _
    _ = ∑ j, ∑ i, ‖inner ℂ (e i : E) (P (f' j : E))‖ ^ 2 := Finset.sum_comm
    _ = ∑ j, ∑ i, ‖inner ℂ (e' i : E) (P (f' j : E))‖ ^ 2 :=
        Finset.sum_congr rfl fun j _ => weight_basis_independent e e' _
    _ = ∑ i, ∑ j, ‖inner ℂ (e' i : E) (P (f' j : E))‖ ^ 2 := Finset.sum_comm

/-- Let `W` have dimension `d`, and let `j₀ : Fin d` be an index, so that `W` is nonzero. For every
`v` there is an orthonormal basis `f` of `W` in which `f j₀` carries the whole strength from `v`
(which may be zero), while all other matrix elements vanish. -/
theorem exists_bright_basis (P : E →ₗ[ℂ] E) (W : Submodule ℂ E) {d : ℕ}
    (hd : finrank ℂ W = d) (v : E) (j₀ : Fin d) :
    ∃ f : OrthonormalBasis (Fin d) ℂ W,
      (∀ j, j ≠ j₀ → inner ℂ v (P (f j : E)) = 0) ∧
      ∀ g : OrthonormalBasis (Fin d) ℂ W,
        ‖inner ℂ v (P (f j₀ : E))‖ ^ 2 = ∑ k, ‖inner ℂ v (P (g k : E))‖ ^ 2 := by
  -- the vector `b` of `W` represents the functional `w ↦ ⟨v, P w⟩`
  obtain ⟨b, hb⟩ : ∃ b : W, ∀ w : W, inner ℂ v (P (w : E)) = inner ℂ b w :=
    ⟨LinearMap.adjoint (P ∘ₗ W.subtype) v,
      fun w => (LinearMap.adjoint_inner_left (P ∘ₗ W.subtype) w v).symm⟩
  have hf : ∃ f : OrthonormalBasis (Fin d) ℂ W, ∀ j, j ≠ j₀ → inner ℂ b (f j) = 0 := by
    by_cases h : b = 0
    · exact ⟨(stdOrthonormalBasis ℂ W).reindex (finCongr hd), fun j _ => by
        rw [h, inner_zero_left]⟩
    · -- normalise `b` and complete it to an orthonormal basis
      have hn : ‖b‖ ≠ 0 := norm_ne_zero_iff.mpr h
      have hu : ‖((‖b‖ : ℂ)⁻¹) • b‖ = 1 := by
        rw [norm_smul, norm_inv, Complex.norm_real, norm_norm, inv_mul_cancel₀ hn]
      have ho : Orthonormal ℂ (({j₀} : Set (Fin d)).domRestrict
          (fun _ => ((‖b‖ : ℂ)⁻¹) • b)) :=
        ⟨fun _ => hu, fun i j hij => absurd (Subsingleton.elim i j) hij⟩
      obtain ⟨f, hf⟩ := ho.exists_orthonormalBasis_extension_of_card_eq (by simp [hd])
      refine ⟨f, fun j hj => ?_⟩
      have h0 : inner ℂ (f j₀) (f j) = 0 := f.orthonormal.2 (Ne.symm hj)
      have hbf : b = (‖b‖ : ℂ) • f j₀ := by
        rw [hf j₀ rfl, smul_smul, mul_inv_cancel₀ (Complex.ofReal_ne_zero.mpr hn), one_smul]
      rw [hbf, inner_smul_left, h0, mul_zero]
  obtain ⟨f, hf⟩ := hf
  have hdark : ∀ j, j ≠ j₀ → inner ℂ v (P (f j : E)) = 0 := fun j hj => by
    rw [hb, hf j hj]
  refine ⟨f, hdark, fun g => ?_⟩
  rw [final_sum_basis_independent P g f v, Finset.sum_eq_single j₀]
  · intro j _ hj
    rw [hdark j hj, norm_zero, zero_pow two_ne_zero]
  · intro h
    exact absurd (Finset.mem_univ j₀) h

/-- Between two energy levels of `H` the line strength of `P` is the same for all orthonormal
bases. If the level `b` is at least twofold degenerate, every state `v` has a normalised
partner `w` in it with `⟨v, P w⟩ = 0`. -/
theorem momentum_elements_between_levels (H P : E →ₗ[ℂ] E) (a b : ℝ) :
    (∀ (e : OrthonormalBasis ι ℂ (level H a)) (e' : OrthonormalBasis ι' ℂ (level H a))
        (f : OrthonormalBasis κ ℂ (level H b)) (f' : OrthonormalBasis κ' ℂ (level H b)),
        lineStrength P e f = lineStrength P e' f') ∧
    (2 ≤ finrank ℂ (level H b) →
      ∀ v : E, ∃ w ∈ level H b, ‖w‖ = 1 ∧ inner ℂ v (P w) = 0) := by
  refine ⟨fun e e' f f' => lineStrength_basis_independent P e e' f f', fun h v => ?_⟩
  -- any state of the bright basis other than the bright one will do
  obtain ⟨f, hf, -⟩ := exists_bright_basis P (level H b) rfl v ⟨0, by omega⟩
  exact ⟨f ⟨1, by omega⟩, (f ⟨1, by omega⟩).2, f.orthonormal.1 _, hf _ (by simp)⟩

omit [FiniteDimensional ℂ E] in
/-- In a nondegenerate (one-dimensional) space of final states, `|⟨v, P w⟩|` is the same for
all normalised `w`. -/
theorem nondegenerate_element_unique (P : E →ₗ[ℂ] E) {W : Submodule ℂ E}
    (hW : finrank ℂ W = 1) (v : E) (w w' : W) (hw : ‖w‖ = 1) (hw' : ‖w'‖ = 1) :
    ‖inner ℂ v (P (w : E))‖ = ‖inner ℂ v (P (w' : E))‖ := by
  have hw0 : w ≠ 0 := by
    intro h
    rw [h, norm_zero] at hw
    exact zero_ne_one hw
  -- the two states differ by a phase `c`
  obtain ⟨c, hc⟩ := exists_smul_eq_of_finrank_eq_one hW hw0 w'
  have hc1 : ‖c‖ = 1 := by
    rw [← hc, norm_smul, hw, mul_one] at hw'
    exact hw'
  rw [← hc, Submodule.coe_smul, map_smul, inner_smul_right, norm_mul, hc1, one_mul]

omit [FiniteDimensional ℂ E] in
/-- For a Hermitian `H` and `P = i[H, X]`, the line strength of `P` between the levels `a` and
`b` is `(a - b)²` times that of `X`. -/
theorem lineStrength_commutator (H X : E →ₗ[ℂ] E) (hH : H.IsSymmetric) (a b : ℝ)
    (e : OrthonormalBasis ι ℂ (level H a)) (f : OrthonormalBasis κ ℂ (level H b)) :
    lineStrength (Complex.I • (H ∘ₗ X - X ∘ₗ H)) e f = (a - b) ^ 2 * lineStrength X e f := by
  unfold lineStrength
  rw [Finset.mul_sum]
  refine Finset.sum_congr rfl fun i _ => ?_
  rw [Finset.mul_sum]
  refine Finset.sum_congr rfl fun j _ => ?_
  have he : H (e i : E) = (a : ℂ) • (e i : E) := Module.End.mem_eigenspace_iff.1 (e i).2
  have hf : H (f j : E) = (b : ℂ) • (f j : E) := Module.End.mem_eigenspace_iff.1 (f j).2
  -- let `H` act to the left on the bra
  have h1 : inner ℂ (e i : E) (H (X (f j : E))) = (a : ℂ) * inner ℂ (e i : E) (X (f j : E)) := by
    rw [← hH (e i : E) (X (f j : E)), he, inner_smul_left, Complex.conj_ofReal]
  have h2 : inner ℂ (e i : E) ((Complex.I • (H ∘ₗ X - X ∘ₗ H)) (f j : E))
      = Complex.I * ((a - b : ℝ) : ℂ) * inner ℂ (e i : E) (X (f j : E)) := by
    rw [LinearMap.smul_apply, LinearMap.sub_apply, LinearMap.comp_apply, LinearMap.comp_apply,
      hf, map_smul, inner_smul_right, inner_sub_right, h1, inner_smul_right]
    push_cast
    ring
  rw [h2, norm_mul, norm_mul, Complex.norm_I, Complex.norm_real, Real.norm_eq_abs, one_mul,
    mul_pow, sq_abs]

end

end BandMomentumElements
```

```lean
#print axioms BandMomentumElements.momentum_elements_between_levels
#print axioms BandMomentumElements.nondegenerate_element_unique
#print axioms BandMomentumElements.lineStrength_commutator
```

```
'BandMomentumElements.momentum_elements_between_levels' depends on axioms: [propext, Classical.choice, Quot.sound]
'BandMomentumElements.nondegenerate_element_unique' depends on axioms: [propext, Classical.choice, Quot.sound]
'BandMomentumElements.lineStrength_commutator' depends on axioms: [propext, Classical.choice, Quot.sound]
```

### From Parseval's identity to the dark state

`weight_basis_independent` is the sum over one level. The adjoint of the inclusion `V.subtype` plays the role of \(\Pi_V\), with values in `V` itself. The local statement `key` replaces \(\langle e_i,x\rangle\) by an inner product inside `V`, and `OrthonormalBasis.sum_sq_norm_inner_right` is Parseval's identity, used once for each basis.

`final_sum_basis_independent` moves `P` onto `v` by `LinearMap.adjoint_inner_left`, exchanges the two arguments under the modulus with `norm_inner_symm`, and then applies the previous lemma in `W`. In `lineStrength_basis_independent`, the four lines of the `calc` block are the change of final basis, the exchange of sums, the change of initial basis and the exchange back.

`exists_bright_basis` constructs the bright state. Its vector `b`, which is \(\beta\) above and not the energy `b` of the later theorems, is obtained as the adjoint of `P ∘ₗ W.subtype` applied to `v`. The proof separates `b = 0` from `b ≠ 0`. In the second case it normalises `b`, places it at position `j₀`, and completes the basis with `exists_orthonormalBasis_extension_of_card_eq`. The result `hdark` says that all other elements vanish. For the strength of the bright state, the sum over any other basis `g` is first rewritten as the sum over `f`, and `Finset.sum_eq_single j₀` then leaves only one term.

The main theorem takes its first part from `lineStrength_basis_independent`. For the second, it asks for a basis whose bright state has index 0 and returns the state with index 1. The assumption on the dimension is used to show that both indices exist.

`nondegenerate_element_unique` obtains the factor `c` from `exists_smul_eq_of_finrank_eq_one` and finds `‖c‖ = 1` by comparing norms. `lineStrength_commutator` works term by term: `h1` lets `H` act on the bra, where the eigenvalue is unchanged by conjugation because it is real, and `h2` combines this with the action on the ket. Taking the squared modulus turns \(i(a-b)\) into \((a-b)^2\).
